# With more than n neighbours, a one-signed (n+1)-th difference puts the order-n body-order expansion strictly on one side of the energy

A body-order expansion builds an atom's energy from contributions of single neighbours, pairs of neighbours, and so on. When it is cut off, the sign of the first omitted term can point to the wrong side of the true energy. Take an atom whose energy with 0, 1, 2 and 3 neighbours is 0, 0, 1 and −1 in some unit. Keeping only the single-neighbour terms gives 0 for every coordination. The first omitted term at three neighbours is 3 × 1 = +3, which suggests that the truncated value is too low. The true energy is −1, so the truncated value is too high.

The sign of the error is settled once the relevant difference of the energy keeps one sign over a whole range of coordinations, and not only at zero neighbours. Suppose that the energy of an atom depends only on how many neighbours it has. Let F(k) be its energy with k neighbours, and let Z be the actual number. If Z > n and the (n+1)-th forward difference of F is positive at every natural number, the expansion truncated at order n lies strictly below F(Z). If the difference is negative everywhere, it lies strictly above. The theorems below ask for the sign only at those j with j + n < Z, where the difference involves no coordination above Z.

```lean
import Mathlib

open Finset

namespace BodyOrderExpansion

noncomputable section
```

## Energies that depend only on coordination

The function F : ℕ → ℝ is arbitrary. Distances, bond angles and chemical differences between neighbours do not enter, so the model describes identical neighbours at one common distance, whose arrangement around the atom is taken to have no effect on the energy. The energy change on adding one neighbour is the forward difference

    (ΔF)(k) = F(k+1) − F(k).

In Lean this is `addBond`. It turns one function of coordination into another, so it can be iterated, and `addBond^[k] F 0` is the k-th difference ΔᵏF evaluated at zero neighbours.

```lean
/-- The change in the energy of an atom with `k` neighbours when one more neighbour is added. -/
def addBond (F : ℕ → ℝ) (k : ℕ) : ℝ := F (k + 1) - F k
```

The irreducible energy of a cluster S of neighbours is what remains after the contributions of all smaller clusters have been removed. Inclusion-exclusion gives it as

    W(F, S) = Σ_{T ⊆ S} (−1)^(|S|+|T|) F(|T|).

For no neighbours this is F(0), the energy of the isolated atom. For one neighbour it is F(1) − F(0), and for two it is F(2) − 2F(1) + F(0). The type `ι` supplies labels for the neighbours, and only the number of labels in each subset affects the energy.

```lean
/-- The irreducible energy of a cluster `S` of neighbours: the inclusion-exclusion sum of the
energies of the atom surrounded by each subset of `S`. -/
def clusterEnergy {ι : Type*} (F : ℕ → ℝ) (S : Finset ι) : ℝ :=
  ∑ T ∈ S.powerset, (-1) ^ (S.card + T.card) * F T.card
```

With C(Z,k) for the binomial coefficient, the expansion truncated at order n is

    B(F, n, Z) = Σ_{k=0}^{n} C(Z,k) (ΔᵏF)(0).

The order n counts neighbours and leaves out the central atom, so n = 1 is the pair truncation. The coefficients are fixed by the energies at 0 to n neighbours; a potential whose coefficients have been refitted to bulk data is a different object.

```lean
/-- The body-order expansion of the energy of an atom with `Z` neighbours, truncated after
the terms that involve `n` neighbours. -/
def bodyExpansion (F : ℕ → ℝ) (n Z : ℕ) : ℝ :=
  ∑ k ∈ range (n + 1), (Z.choose k : ℝ) * addBond^[k] F 0
```

The example used at the end is the second-moment energy

    F(k) = −A√k.

Here A is a postulated bonding strength. In a tight-binding picture with equal hopping to every neighbour, the second moment of the local density of states grows in proportion to k, and the band energy is modelled as proportional to its square root. The constant A collects the hopping strength and the band filling. Repulsion between the atoms is left out.

```lean
/-- The energy `-A √k` of an atom with `k` neighbours in the second-moment model. -/
def secondMomentEnergy (A : ℝ) (k : ℕ) : ℝ := -A * √(k : ℝ)
```

## From clusters to binomial coefficients

The irreducible energy of a cluster is an iterated difference at zero:

    W(F, S) = (Δ^|S| F)(0).

For the empty cluster both sides are F(0). Now add a neighbour a to S. Each subset T of S appears twice in the new sum, once without a and once with it:

    W(F, S ∪ {a}) = Σ_{T ⊆ S} (−1)^(|S|+|T|) [F(|T|+1) − F(|T|)]
                  = W(ΔF, S).

By induction the last expression is (Δ^|S| (ΔF))(0), which is the difference of order |S|+1. The induction hypothesis is applied to ΔF instead of F, and for this reason the Lean induction carries `generalizing F`. The pairing of subsets is `sum_powerset_insert`.

```lean
/-- The irreducible energy of a cluster of `k` neighbours is the `k`-th forward difference
of the energy at zero neighbours. -/
theorem clusterEnergy_eq {ι : Type*} [DecidableEq ι] (F : ℕ → ℝ) (S : Finset ι) :
    clusterEnergy F S = addBond^[S.card] F 0 := by
  induction S using Finset.induction_on generalizing F with
  | empty => simp [clusterEnergy]
  | insert a S ha ih =>
    rw [card_insert_of_notMem ha, Function.iterate_succ_apply, ← ih (addBond F)]
    unfold clusterEnergy
    -- pair each subset without the new neighbour with the same subset including it
    rw [sum_powerset_insert ha, ← sum_add_distrib]
    apply sum_congr rfl
    intro T hT
    have haT : a ∉ T := fun h => ha (mem_powerset.mp hT h)
    rw [card_insert_of_notMem ha, card_insert_of_notMem haT]
    simp only [addBond]
    ring
```

A set N of neighbours contains C(|N|,k) clusters of size k, and all of them have the same irreducible energy. Adding up all clusters of at most n neighbours therefore gives

    Σ_{k=0}^{n} Σ_{S ⊆ N, |S|=k} W(F, S) = B(F, n, |N|).

This identifies the binomial formula with the physical cluster expansion. In the code, `powersetCard k` is the collection of clusters of size k, and its cardinality supplies the binomial coefficient.

```lean
/-- Summing the irreducible energies of all clusters of at most `n` neighbours gives the
truncated body-order expansion. -/
theorem sum_clusterEnergy {ι : Type*} [DecidableEq ι] (F : ℕ → ℝ) (n : ℕ) (N : Finset ι) :
    ∑ k ∈ range (n + 1), ∑ S ∈ N.powersetCard k, clusterEnergy F S
      = bodyExpansion F n N.card := by
  unfold bodyExpansion
  apply sum_congr rfl
  intro k _
  have h : ∀ S ∈ N.powersetCard k, clusterEnergy F S = addBond^[k] F 0 := by
    intro S hS
    rw [clusterEnergy_eq, (mem_powersetCard.mp hS).2]
  rw [sum_congr rfl h, sum_const, card_powersetCard, nsmul_eq_mul]
```

## Adding one neighbour

Pascal's rule, C(Z+1,k+1) = C(Z,k+1) + C(Z,k), splits every term of the expansion except the constant F(0), which is unchanged. The terms with C(Z,k+1), together with F(0), rebuild the expansion at Z. The others are

    Σ_{k=0}^{n} C(Z,k) (Δᵏ(ΔF))(0) = B(ΔF, n, Z).

Hence

    B(F, n+1, Z+1) = B(F, n+1, Z) + B(ΔF, n, Z).

The Lean proof first separates the constant term with `sum_range_succ'` and then applies Pascal's rule term by term in `h`.

```lean
/-- Adding one neighbour changes the truncated expansion of the energy by the expansion, one
order lower, of the energy of adding a neighbour. -/
theorem bodyExpansion_succ (F : ℕ → ℝ) (n Z : ℕ) :
    bodyExpansion F (n + 1) (Z + 1)
      = bodyExpansion F (n + 1) Z + bodyExpansion (addBond F) n Z := by
  unfold bodyExpansion
  rw [sum_range_succ' _ (n + 1), sum_range_succ' _ (n + 1)]
  -- Pascal's rule, term by term
  have h : ∑ k ∈ range (n + 1), ((Z + 1).choose (k + 1) : ℝ) * addBond^[k + 1] F 0
      = ∑ k ∈ range (n + 1), (Z.choose (k + 1) : ℝ) * addBond^[k + 1] F 0
        + ∑ k ∈ range (n + 1), (Z.choose k : ℝ) * addBond^[k] (addBond F) 0 := by
    rw [← sum_add_distrib]
    apply sum_congr rfl
    intro k _
    rw [Nat.choose_succ_succ', Function.iterate_succ_apply addBond k F]
    push_cast
    ring
  rw [h]
  simp only [Nat.choose_zero_right]
  ring
```

## The error as a weighted sum

Write R(F, n, Z) = F(Z) − B(F, n, Z) for the truncation error. It has the closed form

    R(F, n, Z) = Σ_{j=0}^{Z−1} C(Z−1−j, n) (Δ^(n+1)F)(j).

The proof is by induction on Z, for all F and n at once. At Z = 0 the expansion equals F(0) and the sum is empty.

For the step from Z to Z+1, consider first order zero. All the weights are 1, and the sum telescopes to F(Z+1) − F(0), which is the error.

At order n+1, subtract the recursion for B from F(Z+1) = F(Z) + (ΔF)(Z):

    R(F, n+1, Z+1) = R(F, n+1, Z) + R(ΔF, n, Z).

The induction hypothesis turns the right-hand side into

    Σ_{j=0}^{Z−1} [C(Z−1−j, n+1) + C(Z−1−j, n)] (Δ^(n+2)F)(j)
      = Σ_{j=0}^{Z−1} C(Z−j, n+1) (Δ^(n+2)F)(j).

The term j = Z would carry the weight C(0, n+1) = 0, so it can be added to complete the required sum. In Lean, `hs` is this rearrangement of the sums. It is substituted together with the recursion for B, and `linarith` then finishes with the two instances of the induction hypothesis.

```lean
/-- The truncation error is a sum of the `(n+1)`-th differences of the energy with
binomial weights. -/
theorem truncation_error (F : ℕ → ℝ) (n Z : ℕ) :
    F Z - bodyExpansion F n Z
      = ∑ j ∈ range Z, ((Z - 1 - j).choose n : ℝ) * addBond^[n + 1] F j := by
  induction Z generalizing F n with
  | zero => simp [bodyExpansion, sum_range_succ']
  | succ Z ih =>
    cases n with
    | zero =>
      -- at lowest order the sum telescopes
      rw [show bodyExpansion F 0 (Z + 1) = F 0 by simp [bodyExpansion],
        ← sum_range_sub F (Z + 1)]
      apply sum_congr rfl
      intro j _
      simp [addBond]
    | succ n =>
      have hs : ∑ j ∈ range (Z + 1),
            ((Z + 1 - 1 - j).choose (n + 1) : ℝ) * addBond^[n + 1 + 1] F j
          = ∑ j ∈ range Z, ((Z - 1 - j).choose (n + 1) : ℝ) * addBond^[n + 1 + 1] F j
            + ∑ j ∈ range Z, ((Z - 1 - j).choose n : ℝ) * addBond^[n + 1] (addBond F) j := by
        have h0 : Z + 1 - 1 - Z = 0 := by omega
        rw [sum_range_succ, ← sum_add_distrib, h0, Nat.choose_zero_succ, Nat.cast_zero,
          zero_mul, add_zero]
        apply sum_congr rfl
        intro j hj
        have hj' := mem_range.mp hj
        rw [show Z + 1 - 1 - j = (Z - 1 - j) + 1 by omega, Nat.choose_succ_succ',
          Function.iterate_succ_apply addBond (n + 1) F]
        push_cast
        ring
      have h3 : addBond F Z = F (Z + 1) - F Z := rfl
      rw [hs, bodyExpansion_succ]
      linarith [ih F (n + 1), ih (addBond F) n, h3]
```

In the opening example, with n = 1 and Z = 3, the second differences at 0 and 1 are 1 and −3, and their weights are 2 and 1. The error is 2 − 3 = −1, as found there.

If Z ≤ n, every j in the sum satisfies Z−1−j < n, so every weight vanishes and

    B(F, n, Z) = F(Z).

The expansion is exact up to n neighbours. A strict inequality is therefore possible only for Z > n.

```lean
/-- The expansion truncated at order `n` is exact for an atom with at most `n` neighbours. -/
theorem bodyExpansion_exact (F : ℕ → ℝ) {n Z : ℕ} (hZ : Z ≤ n) :
    bodyExpansion F n Z = F Z := by
  have h0 : ∑ j ∈ range Z, ((Z - 1 - j).choose n : ℝ) * addBond^[n + 1] F j = 0 := by
    apply sum_eq_zero
    intro j hj
    have hj' := mem_range.mp hj
    have hc : (Z - 1 - j).choose n = 0 := Nat.choose_eq_zero_of_lt (by omega)
    rw [hc, Nat.cast_zero, zero_mul]
  linarith [truncation_error F n Z]
```

## The sign of the error

Suppose Z > n. The weight C(Z−1−j, n) is nonzero exactly when j + n < Z. If a function g is positive at all such j, every term of the weighted sum is nonnegative. The term at j = 0 is strictly positive, because its weight C(Z−1, n) is positive. Thus

    Σ_{j=0}^{Z−1} C(Z−1−j, n) g(j) > 0.

The lemma `sum_pos'` asks for these two things, nonnegative terms and one positive term. The case split in the proof separates the j at which the sign of g is known from those at which the weight is zero.

```lean
/-- For `n < Z`, the binomially weighted sum in the truncation error is positive if the
summed quantity is positive at every `j` with `j + n < Z`. -/
theorem weighted_sum_pos {g : ℕ → ℝ} {n Z : ℕ} (hZ : n < Z)
    (h : ∀ j, j + n < Z → 0 < g j) :
    0 < ∑ j ∈ range Z, ((Z - 1 - j).choose n : ℝ) * g j := by
  apply sum_pos'
  · intro j hj
    have hj' := mem_range.mp hj
    by_cases hjn : j + n < Z
    · exact mul_nonneg (Nat.cast_nonneg _) (h j hjn).le
    · have hc : (Z - 1 - j).choose n = 0 := Nat.choose_eq_zero_of_lt (by omega)
      rw [hc, Nat.cast_zero, zero_mul]
  · have hc : 0 < (Z - 1 - 0).choose n := Nat.choose_pos (by omega)
    exact ⟨0, mem_range.mpr (by omega), mul_pos (Nat.cast_pos.mpr hc) (h 0 (by omega))⟩
```

Taking g = Δ^(n+1)F makes the error positive:

    B(F, n, Z) < F(Z).

In Lean, `hZ` is the condition n < Z and `h` is the positivity of the difference. A difference that is positive at every natural number satisfies `h` at once.

```lean
/-- For an atom with `Z > n` neighbours, the expansion truncated at order `n` lies strictly
below the energy if the `(n+1)`-th difference is positive at every `j` with `j + n < Z`. -/
theorem bodyExpansion_lt {F : ℕ → ℝ} {n Z : ℕ} (hZ : n < Z)
    (h : ∀ j, j + n < Z → 0 < addBond^[n + 1] F j) :
    bodyExpansion F n Z < F Z := by
  linarith [truncation_error F n Z, weighted_sum_pos hZ h]
```

If the difference is negative, g = −Δ^(n+1)F is positive, so the error is negative:

    F(Z) < B(F, n, Z).

```lean
/-- For an atom with `Z > n` neighbours, the expansion truncated at order `n` lies strictly
above the energy if the `(n+1)`-th difference is negative at every `j` with `j + n < Z`. -/
theorem lt_bodyExpansion {F : ℕ → ℝ} {n Z : ℕ} (hZ : n < Z)
    (h : ∀ j, j + n < Z → addBond^[n + 1] F j < 0) :
    F Z < bodyExpansion F n Z := by
  have h' := weighted_sum_pos (g := fun j => -(addBond^[n + 1] F j)) hZ
    (fun j hj => neg_pos.mpr (h j hj))
  simp only [mul_neg, sum_neg_distrib] at h'
  linarith [truncation_error F n Z]
```

For interatomic potentials, this tells whether a truncated cluster expansion overbinds or underbinds an atom, provided that its energy depends only on the number of neighbours and that the (n+1)-th difference keeps one sign over the range stated. It gives the side of the error, and the weighted sum gives its size.

## Pair truncation of the second-moment energy

For F(k) = −A√k with A > 0, the second difference is

    (Δ²F)(j) = A [2√(j+1) − √j − √(j+2)].

To see that the bracket is positive, set a = √j, b = √(j+1) and c = √(j+2). Then a² + c² = 2b² and a < c, so

    (a + c)² = 2(a² + c²) − (c − a)² = 4b² − (c − a)² < 4b².

Since a + c and 2b are nonnegative, a + c < 2b. The general bound with n = 1 now gives, for every Z > 1,

    B(F, 1, Z) < F(Z).

Here the pair truncation is simply −AZ, so the inequality can also be read off from Z > √Z. At twelve neighbours it gives −12A, against a model energy of about −3.46A: pair terms taken from a single bond overbind the atom severely.

In the Lean proof, `e` writes out the second difference and `key` is the inequality a + c < 2b. It is proved by contradiction: squaring the reversed inequality conflicts with (c − a)² > 0. The last line multiplies by A.

```lean
/-- In the second-moment model with `A > 0`, the expansion truncated at pair terms lies
strictly below the energy of an atom with more than one neighbour. -/
theorem secondMoment_pair_lt {A : ℝ} (hA : 0 < A) {Z : ℕ} (hZ : 1 < Z) :
    bodyExpansion (secondMomentEnergy A) 1 Z < secondMomentEnergy A Z := by
  apply bodyExpansion_lt hZ
  intro j _
  have e : addBond^[1 + 1] (secondMomentEnergy A) j
      = (-A * √((j + 1 + 1 : ℕ) : ℝ) - -A * √((j + 1 : ℕ) : ℝ))
        - (-A * √((j + 1 : ℕ) : ℝ) - -A * √(j : ℝ)) := rfl
  have h1 : ((j + 1 : ℕ) : ℝ) = (j : ℝ) + 1 := Nat.cast_succ j
  have h2 : ((j + 1 + 1 : ℕ) : ℝ) = ((j + 1 : ℕ) : ℝ) + 1 := Nat.cast_succ (j + 1)
  have ha := Real.sq_sqrt (Nat.cast_nonneg (α := ℝ) j)
  have hb := Real.sq_sqrt (Nat.cast_nonneg (α := ℝ) (j + 1))
  have hc := Real.sq_sqrt (Nat.cast_nonneg (α := ℝ) (j + 1 + 1))
  have hlt : √(j : ℝ) < √((j + 1 + 1 : ℕ) : ℝ) :=
    Real.sqrt_lt_sqrt (Nat.cast_nonneg j) (by linarith)
  -- strict concavity of the square root
  have key : √(j : ℝ) + √((j + 1 + 1 : ℕ) : ℝ) < 2 * √((j + 1 : ℕ) : ℝ) := by
    by_contra hneg
    have hsq := mul_self_le_mul_self
      (mul_nonneg zero_le_two (Real.sqrt_nonneg ((j + 1 : ℕ) : ℝ))) (not_lt.mp hneg)
    nlinarith [pow_pos (sub_pos.mpr hlt) 2]
  rw [e]
  linarith [mul_pos hA (sub_pos.mpr key)]

end

end BodyOrderExpansion
```

```lean
#print axioms BodyOrderExpansion.sum_clusterEnergy
#print axioms BodyOrderExpansion.bodyExpansion_exact
#print axioms BodyOrderExpansion.lt_bodyExpansion
#print axioms BodyOrderExpansion.secondMoment_pair_lt
```

```
'BodyOrderExpansion.sum_clusterEnergy' depends on axioms: [propext, Classical.choice, Quot.sound]
'BodyOrderExpansion.bodyExpansion_exact' depends on axioms: [propext, Classical.choice, Quot.sound]
'BodyOrderExpansion.lt_bodyExpansion' depends on axioms: [propext, Classical.choice, Quot.sound]
'BodyOrderExpansion.secondMoment_pair_lt' depends on axioms: [propext, Classical.choice, Quot.sound]
```
